# For an exciton chain with 1/n³ coupling, the effective mass at zero wave number tends to zero as the cutoff grows

Suppose the exciton band of a molecular chain is computed with the dipole-dipole coupling cut off after ten neighbours, and an effective mass is read off from a parabola fitted in the limit of zero wave number. The cutoff looks harmless. The coupling falls off as the inverse cube of the distance, and all the neighbours left out change the band energy at zero wave number, measured from the site energy, by less than half a percent. Yet if the cutoff is moved from ten neighbours to a hundred, the magnitude of the mass falls by about 44 percent. Going to a thousand neighbours lowers it again, and no later cutoff settles it. If the parabola is instead matched at a fixed, small but nonzero wave number, the mass does settle once the cutoff distance is much longer than the wavelength, but its value then depends on the wave number chosen.

The energies converge because they involve the sum of $1/n^3$ over the neighbour distances $n$. The mass involves the second derivative in the wave number, which brings down a factor $n^2$ and leaves the sum of $1/n$. That sum diverges, though only logarithmically, so a short series of cutoffs can pass for convergence.

In Bethe-Salpeter calculations, electron-hole exchange couples transition dipoles on different sites, and the result bears on masses fitted to exciton bands in the limit treated here: one excitation, one level per site and point dipoles on an infinite chain.

```lean
import Mathlib

open Filter Topology

namespace DipolarExciton

noncomputable section
```

## The truncated and the full band

Let the sites have unit spacing, and let an excitation hop between two sites at distance $n+1$ with amplitude $J/(n+1)^3$, where $n = 0, 1, 2, \dots$ and $J$ is the coupling between nearest neighbours. Positive $J$ describes, for example, parallel transition dipoles standing perpendicular to the chain. A Bloch wave with wave number $Q$ collects the phases $e^{\pm i(n+1)Q}$ from the two neighbours at distance $n+1$, which add up to $2\cos((n+1)Q)$. With the coupling cut off after $R$ neighbours on each side, the energy relative to the site energy is

$$E_R(Q) = 2J \sum_{n=0}^{R-1} \frac{\cos((n+1)Q)}{(n+1)^3}.$$

The site energy is a constant and cancels in every difference below. In Lean this function is `band J R`, where `Finset.range R` supplies the indices $0,\dots,R-1$. The distance is therefore `n + 1`, and the usual label of a neighbour is one more than the summation index.

```lean
/-- Exciton band of a chain with unit spacing and coupling `J / n ^ 3`, cut off after the
`R`-th neighbour; the summation index `n` stands for the neighbour at distance `n + 1`. -/
def band (J : ℝ) (R : ℕ) (Q : ℝ) : ℝ :=
  2 * J * ∑ n ∈ Finset.range R, Real.cos (((n : ℝ) + 1) * Q) / ((n : ℝ) + 1) ^ 3
```

Without a cutoff the sum runs over all $n \ge 0$:

$$E(Q) = 2J \sum_{n=0}^{\infty} \frac{\cos((n+1)Q)}{(n+1)^3}.$$

Both formulas enter as definitions. The step from them to a real chain is the assumption that its exciton dispersion is this cosine sum, with the coupling exactly $J/(n+1)^3$ at every distance and no retardation.

```lean
/-- Exciton band of the same chain with the dipolar coupling kept to all distances. -/
def fullBand (J Q : ℝ) : ℝ :=
  2 * J * ∑' n : ℕ, Real.cos (((n : ℝ) + 1) * Q) / ((n : ℝ) + 1) ^ 3
```

The mass is defined by the fit itself. In units with $\hbar = 1$, the parabola $E(0) + Q^2/(2m)$ passes through the band at the wave numbers $0$ and $Q$ when

$$m = \frac{Q^2}{2\,(E(Q) - E(0))}.$$

The Lean function `fittedMass` takes any band `E` and the wave number at which the parabola is matched. The effective mass in the usual sense is its limit as $Q \to 0$.

```lean
/-- Mass `m` of the parabola `E 0 + Q ^ 2 / (2 * m)` fitted to a band `E` at the wave number
`Q` (units with `ħ = 1`), for `E Q ≠ E 0`. -/
def fittedMass (E : ℝ → ℝ) (Q : ℝ) : ℝ := Q ^ 2 / (2 * (E Q - E 0))
```

## The harmonic numbers and their growth

The sum of inverse distances is the harmonic number

$$H_R = \sum_{n=0}^{R-1} \frac{1}{n+1}, \qquad H_0 = 0.$$

Mathlib's `harmonic R` is a rational number, so it appears below converted to a real one. The first lemma writes the converted number as the sum above.

```lean
/-- The harmonic number is the sum of the inverse distances of the first `R` neighbours. -/
theorem harmonic_cast (R : ℕ) :
    (harmonic R : ℝ) = ∑ n ∈ Finset.range R, 1 / ((n : ℝ) + 1) := by
  simp [harmonic]
```

To see that $H_R$ is unbounded, compare each term with an integral. Since $1/x \le 1/(n+1)$ for $x \ge n+1$,

$$H_R \ge \sum_{n=0}^{R-1} \int_{n+1}^{n+2} \frac{dx}{x} = \ln(R+1),$$

and the logarithm grows without bound. The Lean proof takes this inequality from Mathlib as `log_add_one_le_harmonic` and pushes the divergence of the logarithm up to the larger sequence.

```lean
/-- The harmonic numbers grow without bound. -/
theorem tendsto_harmonic : Tendsto (fun R : ℕ => (harmonic R : ℝ)) atTop atTop :=
  tendsto_atTop_mono (fun n => log_add_one_le_harmonic n)
    (Real.tendsto_log_atTop.comp
      (tendsto_natCast_atTop_atTop.comp (tendsto_add_atTop_nat 1)))
```

## One cosine at long wavelength

For a fixed number $a$, the half-angle formula gives

$$\frac{1 - \cos(aQ)}{Q^2} = 2 \left( \frac{\sin(aQ/2)}{Q} \right)^2 .$$

The quotient in the bracket is the difference quotient of $\sin(aQ/2)$ at $Q = 0$, so it tends to the derivative there, which is $a/2$. Squaring and doubling yields the limit $2(a/2)^2 = a^2/2$.

The Lean proof takes the same route. The statement `h` is the derivative, `hasDerivAt_iff_tendsto_slope_zero` turns it into a limit of difference quotients, and `hc` is the half-angle formula. The filter `𝓝[≠] 0` means that $Q$ approaches zero from both sides without being equal to it.

```lean
/-- The quotient `(1 - cos (a * Q)) / Q ^ 2` tends to `a ^ 2 / 2` as `Q` tends to zero. -/
theorem tendsto_one_sub_cos (a : ℝ) :
    Tendsto (fun Q : ℝ => (1 - Real.cos (a * Q)) / Q ^ 2) (𝓝[≠] 0) (𝓝 (a ^ 2 / 2)) := by
  have h : HasDerivAt (fun Q : ℝ => Real.sin (a / 2 * Q)) (a / 2) 0 :=
    (((hasDerivAt_id (0 : ℝ)).const_mul (a / 2)).sin).congr_deriv (by simp)
  have h3 := ((hasDerivAt_iff_tendsto_slope_zero.mp h).pow 2).const_mul 2
  rw [show a ^ 2 / 2 = 2 * (a / 2) ^ 2 by ring]
  refine h3.congr fun Q => ?_
  -- half-angle formula
  have hc : Real.cos (a * Q) = 1 - 2 * Real.sin (a / 2 * Q) ^ 2 := by
    rw [show a * Q = 2 * (a / 2 * Q) by ring, Real.cos_two_mul, Real.cos_sq']
    ring
  rw [hc]
  simp only [zero_add, mul_zero, Real.sin_zero, sub_zero, smul_eq_mul]
  ring
```

## Each neighbour lowers the energy separately

Subtracting the truncated band at $Q$ from its value at zero, where every cosine equals one, gives

$$E_R(0) - E_R(Q) = 2J \sum_{n=0}^{R-1} \frac{1 - \cos((n+1)Q)}{(n+1)^3}.$$

For $J > 0$ no term is negative, so the band has its maximum at $Q = 0$.

```lean
/-- The energy drop away from `Q = 0` is a sum of one contribution per neighbour. -/
theorem band_drop (J : ℝ) (R : ℕ) (Q : ℝ) :
    band J R 0 - band J R Q = 2 * J * ∑ n ∈ Finset.range R,
      (1 - Real.cos (((n : ℝ) + 1) * Q)) / ((n : ℝ) + 1) ^ 3 := by
  simp only [band, mul_zero, Real.cos_zero, sub_div, Finset.sum_sub_distrib, mul_sub]
```

## The curvature at finite cutoff

Divide the last formula by $Q^2$ and let $Q \to 0$. A finite sum of limits is the limit of the sum, and the cosine limit with $a = n+1$ gives

$$\frac{E_R(0) - E_R(Q)}{Q^2} \;\to\; 2J \sum_{n=0}^{R-1} \frac{(n+1)^2/2}{(n+1)^3} = J \sum_{n=0}^{R-1} \frac{1}{n+1} = J H_R .$$

The theorem `band_curvature` states this for every real $J$ and every $R$, including $R = 0$, where both sides vanish. The word "curvature" in its name refers to the limit of this quotient, which is minus one half of the second derivative $E_R''(0)$.

In the proof, `h` is the termwise limit and `e` is the cancellation of $(n+1)^2$ against $(n+1)^3$. The closing lines use `band_drop` to identify the sum with the quotient in the statement.

```lean
/-- With the coupling cut off after `R` neighbours, `(E(0) - E(Q)) / Q ^ 2` tends to
`J * (1 + 1/2 + ... + 1/R)` as `Q` tends to zero. -/
theorem band_curvature (J : ℝ) (R : ℕ) :
    Tendsto (fun Q => (band J R 0 - band J R Q) / Q ^ 2) (𝓝[≠] 0)
      (𝓝 (J * (harmonic R : ℝ))) := by
  have h : Tendsto (fun Q : ℝ => 2 * J * ∑ n ∈ Finset.range R,
      ((1 - Real.cos (((n : ℝ) + 1) * Q)) / Q ^ 2) / ((n : ℝ) + 1) ^ 3) (𝓝[≠] 0)
      (𝓝 (2 * J * ∑ n ∈ Finset.range R, (((n : ℝ) + 1) ^ 2 / 2) / ((n : ℝ) + 1) ^ 3)) :=
    (tendsto_finsetSum _ fun n _ => (tendsto_one_sub_cos _).div_const _).const_mul _
  have e : J * (harmonic R : ℝ) =
      2 * J * ∑ n ∈ Finset.range R, (((n : ℝ) + 1) ^ 2 / 2) / ((n : ℝ) + 1) ^ 3 := by
    rw [harmonic_cast, Finset.mul_sum, Finset.mul_sum]
    refine Finset.sum_congr rfl fun n _ => ?_
    have hn : (n : ℝ) + 1 ≠ 0 := by positivity
    field_simp
  rw [e]
  refine h.congr fun Q => ?_
  rw [band_drop, mul_div_assoc, Finset.sum_div]
  congr 1
  exact Finset.sum_congr rfl fun n _ => div_right_comm _ _ _
```

## The full lattice sum converges

Since $|\cos| \le 1$, each term of the infinite sum is bounded in magnitude by $1/(n+1)^3$, and the series $\sum_n 1/(n+1)^3$ converges. The energies of the full band are therefore well defined at every $Q$. Lean needs this fact explicitly, because its infinite sum `∑'` is set to zero for a series that does not converge, and a statement about `fullBand` would then say nothing about the chain.

```lean
/-- The dipolar lattice sum converges at every wave number. -/
theorem summable_dipole (Q : ℝ) :
    Summable (fun n : ℕ => Real.cos (((n : ℝ) + 1) * Q) / ((n : ℝ) + 1) ^ 3) := by
  have h : Summable (fun n : ℕ => 1 / ((n : ℝ) + 1) ^ 3) :=
    ((summable_nat_add_iff 1).mpr
      (Real.summable_one_div_nat_pow.mpr (by norm_num : 1 < 3))).congr fun n => by simp
  refine Summable.of_norm_bounded (g := fun n : ℕ => 1 / ((n : ℝ) + 1) ^ 3) h fun n => ?_
  show ‖Real.cos (((n : ℝ) + 1) * Q) / ((n : ℝ) + 1) ^ 3‖ ≤ 1 / ((n : ℝ) + 1) ^ 3
  rw [norm_div, Real.norm_eq_abs,
    Real.norm_of_nonneg (by positivity : (0 : ℝ) ≤ ((n : ℝ) + 1) ^ 3)]
  gcongr
  exact Real.abs_cos_le_one _
```

## A cutoff never increases the energy drop

The drop of the full band is the same sum of terms $(1 - \cos((n+1)Q))/(n+1)^3$, now over all $n$. As none of them is negative, leaving out the distant ones cannot make the sum larger. For $J \ge 0$ it follows that

$$E_R(0) - E_R(Q) \le E(0) - E(Q)$$

for every cutoff $R$ and every $Q$.

In Lean, `hs` states that the series of differences converges, and `sum_le_tsum` compares its partial sum with the whole. The infinite sum of differences is then split into a difference of two infinite sums, which the convergence result permits, and both sides are multiplied by $2J$.

```lean
/-- For `J ≥ 0` a cutoff never increases the energy drop from `Q = 0` to another wave number. -/
theorem band_drop_le_full {J : ℝ} (hJ : 0 ≤ J) (R : ℕ) (Q : ℝ) :
    band J R 0 - band J R Q ≤ fullBand J 0 - fullBand J Q := by
  have hs : Summable (fun n : ℕ => Real.cos (((n : ℝ) + 1) * 0) / ((n : ℝ) + 1) ^ 3 -
      Real.cos (((n : ℝ) + 1) * Q) / ((n : ℝ) + 1) ^ 3) :=
    (summable_dipole 0).sub (summable_dipole Q)
  have hle := hs.sum_le_tsum (Finset.range R) fun n _ => by
    rw [← sub_div, mul_zero, Real.cos_zero]
    exact div_nonneg (sub_nonneg.mpr (Real.cos_le_one _)) (by positivity)
  rw [(summable_dipole 0).tsum_sub (summable_dipole Q), Finset.sum_sub_distrib] at hle
  have h2 := mul_le_mul_of_nonneg_left hle (by positivity : 0 ≤ 2 * J)
  simp only [band, fullBand]
  linarith
```

## The full band has no finite curvature

Take any number $M$. Because $H_R$ is unbounded and $J > 0$, there is a cutoff $R$ with $J H_R > M$. For this fixed $R$ the truncated quotient tends to $J H_R$, so it exceeds $M$ for all nonzero $Q$ close enough to zero. By the comparison just made,

$$\frac{E(0) - E(Q)}{Q^2} \ge \frac{E_R(0) - E_R(Q)}{Q^2} > M$$

for the same $Q$. Since $M$ was arbitrary, the full quotient tends to $+\infty$. The full band still has its maximum at $Q = 0$, but close to it the band falls faster than any parabola.

The argument never exchanges the limits $Q \to 0$ and $R \to \infty$. It fixes the cutoff first, and how close $Q$ must come to zero may depend on that choice. The Lean proof has the same order: `intro M` fixes the bound, `obtain` picks the cutoff, and `filter_upwards` restricts $Q$ to the region where the truncated quotient already exceeds $M$.

```lean
/-- With the full dipolar coupling and `J > 0`, `(E(0) - E(Q)) / Q ^ 2` tends to infinity
as `Q` tends to zero. -/
theorem fullBand_curvature {J : ℝ} (hJ : 0 < J) :
    Tendsto (fun Q => (fullBand J 0 - fullBand J Q) / Q ^ 2) (𝓝[≠] 0) atTop := by
  rw [tendsto_atTop]
  intro M
  -- a cutoff `R` for which `J * harmonic R` already exceeds `M`
  obtain ⟨R, hR⟩ := ((tendsto_harmonic.const_mul_atTop hJ).eventually_gt_atTop M).exists
  filter_upwards [(band_curvature J R).eventually (lt_mem_nhds hR)] with Q hQ
  exact hQ.le.trans
    (div_le_div_of_nonneg_right (band_drop_le_full hJ.le R Q) (sq_nonneg Q))
```

The sign of $J$ matters here. With $J = 0$ the band is flat and the quotient is zero for every nonzero $Q$, so $J \ge 0$ is not enough for the divergence to $+\infty$. With $J = -1$ the band is turned upside down and the quotient tends to $-\infty$, so $J \ne 0$ is not enough either.

## The long-wavelength masses shrink to zero

For a truncated band, the fitted mass is tied to the quotient by

$$\frac{Q^2}{2\,(E_R(Q) - E_R(0))} = -\left( 2\, \frac{E_R(0) - E_R(Q)}{Q^2} \right)^{-1}.$$

For $J > 0$ and $R \ge 1$ the quotient on the right tends to $J H_R > 0$, so the inverse can be taken in the limit, and the long-wavelength mass is

$$m_R = -\frac{1}{2 J H_R}.$$

It is negative, as it must be at a band maximum. As $R$ grows, $H_R$ tends to infinity and $m_R$ tends to zero. The sequence of masses thus does converge, but to zero, which is not the mass of any parabola; the inverse mass is what diverges. With lattice spacing $d$ and $\hbar$ restored, the mass is $-\hbar^2/(2 J H_R d^2)$. For $J < 0$, which the theorem below leaves out, the same formula gives positive masses at a band minimum, and they tend to zero as well.

The theorem `fittedMass_collapse` takes a sequence `m` and the hypothesis `hm` that, for each $R \ge 1$, the masses fitted to the band with cutoff $R$ tend to `m R` as $Q \to 0$. It concludes that these values are negative and that the sequence tends to zero. The hypothesis only gives a name to the limits, since the calculation above shows that they exist. The case $R = 0$ is left out because a chain without coupling has a flat band, to which no parabola of finite mass can be fitted. The entry `m 0` is arbitrary and has no influence on the limit.

In the proof, `hpos` records that $2 J H_R$ is positive. The step `key` obtains the formula for $m_R$ by inverting the limit from `band_curvature`; as a function has at most one limit, the result must agree with `m R`. The sign can then be read off, and the growth of the harmonic numbers gives the limit zero.

```lean
/-- For `J > 0`, let `m R` be the long-wavelength limit of the mass fitted to the band with
cutoff `R ≥ 1`. These masses are negative and tend to zero as the cutoff grows. -/
theorem fittedMass_collapse {J : ℝ} (hJ : 0 < J) (m : ℕ → ℝ)
    (hm : ∀ R ≥ 1, Tendsto (fittedMass (band J R)) (𝓝[≠] 0) (𝓝 (m R))) :
    (∀ R ≥ 1, m R < 0) ∧ Tendsto m atTop (𝓝 0) := by
  have hpos : ∀ R ≥ 1, 0 < 2 * (J * (harmonic R : ℝ)) := fun R hR =>
    mul_pos two_pos (mul_pos hJ (by exact_mod_cast harmonic_pos (by omega)))
  -- the limit is minus the inverse of `2 * (J * harmonic R)`
  have key : ∀ R ≥ 1, m R = -(2 * (J * (harmonic R : ℝ)))⁻¹ := by
    intro R hR
    have h := (((band_curvature J R).const_mul 2).inv₀ (hpos R hR).ne').neg
    refine tendsto_nhds_unique (hm R hR) (h.congr fun Q => ?_)
    rw [fittedMass, ← neg_sub (band J R 0) (band J R Q)]
    generalize band J R 0 - band J R Q = d
    rw [← mul_div_assoc, inv_div, mul_neg, div_neg]
  refine ⟨fun R hR => ?_, ?_⟩
  · rw [key R hR]
    exact neg_lt_zero.mpr (inv_pos.mpr (hpos R hR))
  · have h := ((tendsto_harmonic.const_mul_atTop hJ).const_mul_atTop
      (two_pos : (0 : ℝ) < 2)).inv_tendsto_atTop.neg
    rw [neg_zero] at h
    refine h.congr' ?_
    filter_upwards [eventually_ge_atTop 1] with R hR
    exact (key R hR).symm

end

end DipolarExciton
```

```lean
#print axioms DipolarExciton.fullBand_curvature
#print axioms DipolarExciton.fittedMass_collapse
```

```
'DipolarExciton.fullBand_curvature' depends on axioms: [propext, Classical.choice, Quot.sound]
'DipolarExciton.fittedMass_collapse' depends on axioms: [propext, Classical.choice, Quot.sound]
```
